# Site-symmetry order divides point-group order when the point group is finite

Q: Before any general statement, show me the mechanism on a line.

A: Take all maps $x\mapsto \pm x+m$ with $m$ an integer. Which of them fix $x=1/2$? With the plus sign, $1/2+m=1/2$ gives $m=0$. With the minus sign, $-1/2+m=1/2$ gives $m=1$. So two operations fix the point, one for each sign. At $x=1/4$ the minus sign would need $m=1/2$, which is not available, so only the identity remains. The orders 2 and 1 both divide 2, the order of the point group $\{1,-1\}$. In each case the sign and the point together dictate the translation.

Q: And in $n$ dimensions?

A: Write $\{W|w\}$ for the Seitz operator $x\mapsto Wx+w$. Let $G$ be a group of such operators, $P$ its point group (all linear parts $W$), and $S_x$ the site-symmetry group, the operations of $G$ that fix $x$. If $\{W|w\}$ fixes $x$, then $Wx+w=x$, so $w=x-Wx$. Two members of $S_x$ with the same $W$ therefore have the same $w$ and are equal. Hence $S_x$ is in bijection with its set of linear parts $P_x$, which is a subgroup of $P$. If $P$ is finite, so is $S_x$, and Lagrange's theorem gives $|S_x|=|P_x|$ dividing $|P|$. Equality holds exactly when $P_x=P$, that is, when every linear part in $G$ also occurs in an operation fixing $x$.

Q: What does the code take a Seitz operator to be?

A: An invertible real matrix with a real vector.

In Lean 4 with Mathlib:

```lean
import Mathlib

open Matrix

noncomputable section

namespace WyckoffSiteSymmetry

/-- A Seitz operator `{W|w}` on `ℝⁿ`: an invertible linear part `W` and a translation part `w`. -/
@[ext] structure Seitz (n : ℕ) where
  /-- the linear part -/
  W : (Matrix (Fin n) (Fin n) ℝ)ˣ
  /-- the translation part -/
  w : Fin n → ℝ
```

Q: Invertible, but not orthogonal?

A: Yes. Orthogonality is never used, so the matrices may refer to Cartesian or to fractional coordinates. The product follows from composing the maps: $A(Bx+b)+a=ABx+(Ab+a)$.

```lean
variable {n : ℕ}

/-- The Seitz product `{A|a}{B|b} = {AB|Ab + a}`. -/
instance : Mul (Seitz n) := ⟨fun g h => ⟨g.W * h.W, g.W.val *ᵥ h.w + g.w⟩⟩

/-- The identity operation `{1|0}`. -/
instance : One (Seitz n) := ⟨⟨1, 0⟩⟩

/-- The inverse operation `{W⁻¹|-W⁻¹w}`. -/
instance : Inv (Seitz n) := ⟨fun g => ⟨g.W⁻¹, -((g.W⁻¹).val *ᵥ g.w)⟩⟩
```

The group laws reduce to matrix algebra, and the action on points is the usual one.

```lean
/-- Seitz operators form a group. -/
instance : Group (Seitz n) := Group.ofLeftAxioms
  (fun a b c => Seitz.ext (mul_assoc a.W b.W c.W) (by
    change (a.W * b.W).val *ᵥ c.w + (a.W.val *ᵥ b.w + a.w)
      = a.W.val *ᵥ (b.W.val *ᵥ c.w + b.w) + a.w
    rw [Units.val_mul, Matrix.mulVec_add, Matrix.mulVec_mulVec, add_assoc]))
  (fun a => Seitz.ext (one_mul a.W) (by
    change (1 : (Matrix (Fin n) (Fin n) ℝ)ˣ).val *ᵥ a.w + 0 = a.w
    rw [Units.val_one, Matrix.one_mulVec, add_zero]))
  (fun a => Seitz.ext (inv_mul_cancel a.W) (by
    change (a.W⁻¹).val *ᵥ a.w + -((a.W⁻¹).val *ᵥ a.w) = 0
    exact add_neg_cancel _))

/-- A Seitz operator moves the point `x` to `Wx + w`. -/
instance : MulAction (Seitz n) (Fin n → ℝ) where
  smul g x := g.W.val *ᵥ x + g.w
  one_smul x := by
    change (1 : (Matrix (Fin n) (Fin n) ℝ)ˣ).val *ᵥ x + 0 = x
    rw [Units.val_one, Matrix.one_mulVec, add_zero]
  mul_smul g h x := by
    change (g.W * h.W).val *ᵥ x + (g.W.val *ᵥ h.w + g.w)
      = g.W.val *ᵥ (h.W.val *ᵥ x + h.w) + g.w
    rw [Units.val_mul, Matrix.mulVec_add, Matrix.mulVec_mulVec, add_assoc]
```

Q: Where are the crystallographic groups?

A: `G` is any subgroup of the Seitz operators, and `pointGroup G` is its image under `linearPart`. `siteSymmetry G x` is the intersection of `G` with the stabiliser of `x`, and `sitePointGroup G x` is $P_x$.

```lean
/-- The homomorphism `{W|w} ↦ W`. -/
def linearPart : Seitz n →* (Matrix (Fin n) (Fin n) ℝ)ˣ where
  toFun g := g.W
  map_one' := rfl
  map_mul' _ _ := rfl

/-- The point group of `G`: all linear parts of its operations. -/
def pointGroup (G : Subgroup (Seitz n)) : Subgroup (Matrix (Fin n) (Fin n) ℝ)ˣ :=
  G.map linearPart

/-- The site-symmetry group of `x`: the operations of `G` that leave `x` fixed. -/
def siteSymmetry (G : Subgroup (Seitz n)) (x : Fin n → ℝ) : Subgroup (Seitz n) :=
  G ⊓ MulAction.stabilizer (Seitz n) x

/-- The linear parts of the operations in the site-symmetry group of `x`. -/
def sitePointGroup (G : Subgroup (Seitz n)) (x : Fin n → ℝ) :
    Subgroup (Matrix (Fin n) (Fin n) ℝ)ˣ :=
  (siteSymmetry G x).map linearPart
```

Q: You never require a lattice of translations. Is that still a crystal?

A: Space groups are included, but so are groups whose translations are not discrete. What the theorems comparing orders with $|P|$ assume instead is that $P$ is finite: the symmetry operations have only finitely many linear parts. For a space group this follows from the lattice, since each linear part is a linear isometry mapping the lattice to itself, so it sends the vectors of a lattice basis to lattice vectors of the same lengths, and there are only finitely many of those. Here it is a hypothesis, `[Finite (pointGroup G)]`.

Q: And the Wyckoff multiplicity?

A: Two points are in the same translation class if a pure translation of `G` carries one to the other. `latticeClass G y` is the class of `y`, and `multiplicity G x` counts the distinct classes in the orbit of `x`.

```lean
/-- The points reached from `y` by the pure translations in `G`. -/
def latticeClass (G : Subgroup (Seitz n)) (y : Fin n → ℝ) : Set (Fin n → ℝ) :=
  {z | ∃ t ∈ G, linearPart t = 1 ∧ t • y = z}

/-- The multiplicity of the site `x`: the number of translation classes in its orbit under `G`. -/
def multiplicity (G : Subgroup (Seitz n)) (x : Fin n → ℝ) : ℕ :=
  Nat.card (Set.range fun g : G => latticeClass G ((g : Seitz n) • x))
```

Q: For a centred cell, that isn't the number in the tables.

A: Correct. For a space group this counts points per primitive cell, because all translations of `G` are divided out. The tabulated number refers to the conventional cell, and equals this count multiplied by the number of lattice points in that cell. The code also treats one point at a time; it does not sort points into Wyckoff positions.

Q: Then show me the injectivity.

A: The proof takes the two equations $Wx+w=x$, rewrites them to a common $W$, and cancels $Wx$. Equality of orders follows, because an injective map preserves the size of a set.

```lean
/-- Two operations that fix `x` and have the same linear part are equal. -/
theorem linearPart_injOn (G : Subgroup (Seitz n)) (x : Fin n → ℝ) :
    Set.InjOn linearPart (siteSymmetry G x : Set (Seitz n)) := by
  intro g hg h hh e
  have e' : g.W = h.W := e
  have hgx : g.W.val *ᵥ x + g.w = x := hg.2
  have hhx : h.W.val *ᵥ x + h.w = x := hh.2
  -- the translation part is forced to be `x - Wx`
  rw [e'] at hgx
  exact Seitz.ext e' (add_left_cancel (hgx.trans hhx.symm))

/-- The site-symmetry group and its group of linear parts have the same `Nat.card`, which is the
order of a finite group and 0 for an infinite one. -/
theorem card_sitePointGroup (G : Subgroup (Seitz n)) (x : Fin n → ℝ) :
    Nat.card (sitePointGroup G x) = Nat.card (siteSymmetry G x) :=
  Nat.card_image_of_injOn (linearPart_injOn G x)
```

The main theorem has two halves. Finiteness comes from the injective map `f` into the point group, and divisibility from Lagrange's theorem for $P_x\le P$.

```lean
/-- If the point group of `G` is finite, the site-symmetry group of every point is finite and
its order divides the order of the point group. -/
theorem siteSymmetry_finite_and_card_dvd (G : Subgroup (Seitz n)) [Finite (pointGroup G)]
    (x : Fin n → ℝ) :
    Finite (siteSymmetry G x) ∧ Nat.card (siteSymmetry G x) ∣ Nat.card (pointGroup G) := by
  have hle : siteSymmetry G x ≤ G := inf_le_left
  constructor
  · -- embed the site-symmetry group into the point group
    let f : siteSymmetry G x → pointGroup G := fun s =>
      ⟨linearPart (s : Seitz n), Subgroup.mem_map_of_mem linearPart (hle s.2)⟩
    exact Finite.of_injective f fun s t h =>
      Subtype.ext (linearPart_injOn G x s.2 t.2 (congrArg Subtype.val h))
  · rw [← card_sitePointGroup]
    exact Subgroup.card_dvd_of_le (Subgroup.map_mono hle)
```

For the equality criterion, one direction uses that a subgroup of a finite group with the full order is the whole group. The other shows $P\le P_x$ directly.

```lean
/-- For a finite point group, the site symmetry of `x` has the full order of the point group
exactly when each linear part in `G` also belongs to an operation of `G` fixing `x`. -/
theorem card_siteSymmetry_eq_iff (G : Subgroup (Seitz n)) [Finite (pointGroup G)]
    (x : Fin n → ℝ) :
    Nat.card (siteSymmetry G x) = Nat.card (pointGroup G) ↔
      ∀ g ∈ G, ∃ s ∈ siteSymmetry G x, linearPart s = linearPart g := by
  have hle : sitePointGroup G x ≤ pointGroup G := Subgroup.map_mono inf_le_left
  rw [← card_sitePointGroup]
  constructor
  · intro h g hg
    have heq := Subgroup.eq_of_le_of_card_ge hle h.ge
    have hm : linearPart g ∈ pointGroup G := Subgroup.mem_map_of_mem linearPart hg
    rw [← heq] at hm
    exact Subgroup.mem_map.1 hm
  · intro h
    have hge : pointGroup G ≤ sitePointGroup G x := by
      rintro _ ⟨g, hg, rfl⟩
      exact Subgroup.mem_map.2 (h g hg)
    rw [le_antisymm hle hge]
```

Q: How do translation classes turn into a count of group elements?

A: Through cosets. Let $g,h\in G$ have linear parts $W_g,W_h$. Suppose a pure translation $t\in G$ gives $tgx=hx$. Then $s=g^{-1}t^{-1}h$ fixes $x$ and has linear part $W_g^{-1}W_h$, so $W_g^{-1}W_h\in P_x$. Conversely, if some $s\in S_x$ has linear part $W_g^{-1}W_h$, put $t=hs^{-1}g^{-1}$. Its linear part is $W_h(W_h^{-1}W_g)W_g^{-1}=1$, and $tgx=hs^{-1}x=hx$. So $gx$ and $hx$ share a class exactly when $W_g$ and $W_h$ lie in the same left coset of $P_x$.

The first lemma below shows that equality of classes, as sets, means what it should. The second is the argument just given, with the same $s$ and $t$.

```lean
/-- Two points have the same translation class exactly when a pure translation of `G` carries
one to the other. -/
theorem latticeClass_eq_iff (G : Subgroup (Seitz n)) (y z : Fin n → ℝ) :
    latticeClass G y = latticeClass G z ↔ ∃ t ∈ G, linearPart t = 1 ∧ t • y = z := by
  constructor
  · intro h
    have hz : z ∈ latticeClass G z := ⟨1, G.one_mem, map_one _, one_smul _ _⟩
    rw [← h] at hz
    exact hz
  · rintro ⟨t, ht, h1, rfl⟩
    ext u
    constructor
    · rintro ⟨s, hs, hs1, rfl⟩
      exact ⟨s * t⁻¹, G.mul_mem hs (G.inv_mem ht), by simp [hs1, h1],
        by rw [mul_smul, inv_smul_smul]⟩
    · rintro ⟨s, hs, hs1, rfl⟩
      exact ⟨s * t, G.mul_mem hs ht, by simp [hs1, h1], mul_smul _ _ _⟩

/-- The images `gx` and `hx` are translation-equivalent exactly when the linear parts of `g`
and `h` differ by the linear part of a site-symmetry operation of `x`. -/
theorem same_class_iff (G : Subgroup (Seitz n)) (x : Fin n → ℝ) {g h : Seitz n}
    (hg : g ∈ G) (hh : h ∈ G) :
    latticeClass G (g • x) = latticeClass G (h • x) ↔
      (linearPart g)⁻¹ * linearPart h ∈ sitePointGroup G x := by
  rw [latticeClass_eq_iff]
  constructor
  · rintro ⟨t, ht, h1, htx⟩
    -- `g⁻¹ t⁻¹ h` fixes `x`
    refine Subgroup.mem_map.2 ⟨g⁻¹ * t⁻¹ * h, Subgroup.mem_inf.2
      ⟨G.mul_mem (G.mul_mem (G.inv_mem hg) (G.inv_mem ht)) hh, ?_⟩, by simp [h1]⟩
    rw [MulAction.mem_stabilizer_iff, mul_smul, mul_smul, ← htx, inv_smul_smul, inv_smul_smul]
  · intro hm
    obtain ⟨s, hs, hsl⟩ := Subgroup.mem_map.1 hm
    obtain ⟨hsG, hsx⟩ := Subgroup.mem_inf.1 hs
    have hsx' : s • x = x := hsx
    refine ⟨h * s⁻¹ * g⁻¹, G.mul_mem (G.mul_mem hh (G.inv_mem hsG)) (G.inv_mem hg), ?_, ?_⟩
    · rw [map_mul, map_mul, map_inv, map_inv, hsl]
      group
    · rw [mul_smul, mul_smul, inv_smul_smul, inv_smul_eq_iff.2 hsx'.symm]
```

The number of classes is therefore the number of cosets, $|P|/|P_x|$, and multiplicity times $|S_x|$ equals $|P|$. In the proof, `f` sends an operation to its translation class and `φ` sends it to its coset. `hker` says that they identify the same pairs of operations, and `hφ` that every coset is reached, so the two counts agree. Lagrange's theorem then finishes the product formula.

```lean
/-- For a finite point group, the multiplicity of a site is positive, and multiplicity times
site-symmetry order equals the order of the point group. -/
theorem multiplicity_mul_card (G : Subgroup (Seitz n)) [Finite (pointGroup G)]
    (x : Fin n → ℝ) :
    0 < multiplicity G x ∧
      multiplicity G x * Nat.card (siteSymmetry G x) = Nat.card (pointGroup G) := by
  have hle : sitePointGroup G x ≤ pointGroup G := Subgroup.map_mono inf_le_left
  let f : G → Set (Fin n → ℝ) := fun g => latticeClass G ((g : Seitz n) • x)
  let φ : G → pointGroup G ⧸ (sitePointGroup G x).subgroupOf (pointGroup G) := fun g =>
    QuotientGroup.mk ⟨linearPart (g : Seitz n), Subgroup.mem_map_of_mem linearPart g.2⟩
  -- translation classes correspond to cosets of the site point group
  have hker : Setoid.ker f = Setoid.ker φ := by
    ext g h
    change f g = f h ↔ φ g = φ h
    let p : G → pointGroup G := fun k =>
      ⟨linearPart (k : Seitz n), Subgroup.mem_map_of_mem linearPart k.2⟩
    have hq : φ g = φ h ↔
        (p g)⁻¹ * p h ∈ (sitePointGroup G x).subgroupOf (pointGroup G) := QuotientGroup.eq
    rw [Subgroup.mem_subgroupOf] at hq
    exact (same_class_iff G x g.2 h.2).trans hq.symm
  have hφ : Function.Surjective φ := by
    intro q
    obtain ⟨⟨p, hp⟩, rfl⟩ := QuotientGroup.mk_surjective q
    obtain ⟨g, hg, rfl⟩ := hp
    exact ⟨⟨g, hg⟩, rfl⟩
  have hcard : multiplicity G x
      = Nat.card (pointGroup G ⧸ (sitePointGroup G x).subgroupOf (pointGroup G)) := by
    refine (Nat.card_congr (Setoid.quotientKerEquivRange (f := f))).symm.trans ?_
    rw [hker]
    exact Nat.card_congr (Setoid.quotientKerEquivOfSurjective (f := φ) (hf := hφ))
  have hmul : multiplicity G x * Nat.card (siteSymmetry G x) = Nat.card (pointGroup G) := by
    rw [hcard, ← card_sitePointGroup,
      ← Nat.card_congr (Subgroup.subgroupOfEquivOfLe hle).toEquiv]
    exact (Subgroup.card_eq_card_quotient_mul_card_subgroup _).symm
  refine ⟨Nat.pos_of_ne_zero fun h0 => ?_, hmul⟩
  have hpos : 0 < Nat.card (pointGroup G) := Nat.card_pos
  rw [← hmul, h0, zero_mul] at hpos
  exact lt_irrefl _ hpos
```

Q: Why state that the multiplicity is positive?

A: `Nat.card` returns 0 for an infinite set, so positivity confirms that the number of classes is finite. For an ideal periodic crystal with exact symmetry, the formula gives the number of atoms per primitive cell that are symmetry-equivalent to one listed atom, that atom included.

Q: Does any group actually meet the hypothesis, with a site that has more than the identity?

A: The opening example does, and the file builds it in every dimension. `inversionGroup n` contains all $\{\pm1|m\}$ with integer vectors $m$. Its linear parts lie in $\{1,-1\}$, so its point group is finite, and $\{-1|(1,\dots,1)\}$ fixes $(1/2,\dots,1/2)$ because $-1/2+1=1/2$ in each coordinate. For $n\ge1$ that operation is a genuine inversion; for $n=0$ it coincides with the identity.

```lean
/-- The group of all operations `{1|m}` and `{-1|m}` with integer translation parts `m`. -/
def inversionGroup (n : ℕ) : Subgroup (Seitz n) where
  carrier := {g | (g.W = 1 ∨ g.W = -1) ∧ ∃ m : Fin n → ℤ, g.w = fun i => (m i : ℝ)}
  one_mem' := ⟨Or.inl rfl, 0, by funext i; exact Int.cast_zero.symm⟩
  mul_mem' := by
    rintro a b ⟨ha, m, hm⟩ ⟨hb, k, hk⟩
    refine ⟨?_, ?_⟩
    · change a.W * b.W = 1 ∨ a.W * b.W = -1
      rcases ha with h | h <;> rcases hb with h' | h' <;> simp [h, h']
    · change ∃ j : Fin n → ℤ, a.W.val *ᵥ b.w + a.w = fun i => (j i : ℝ)
      rcases ha with h | h
      · exact ⟨k + m, by rw [h, hm, hk]; ext i; simp⟩
      · exact ⟨m - k, by rw [h, hm, hk]; ext i; simp [Matrix.neg_mulVec, neg_add_eq_sub]⟩
  inv_mem' := by
    rintro a ⟨ha, m, hm⟩
    have hinv : a.W⁻¹ = a.W := by
      rcases ha with h | h <;> rw [h] <;> exact inv_eq_of_mul_eq_one_right (by simp)
    refine ⟨?_, ?_⟩
    · change a.W⁻¹ = 1 ∨ a.W⁻¹ = -1
      rw [hinv]
      exact ha
    · change ∃ j : Fin n → ℤ, -((a.W⁻¹).val *ᵥ a.w) = fun i => (j i : ℝ)
      rw [hinv]
      rcases ha with h | h
      · exact ⟨-m, by rw [h, hm]; ext i; simp⟩
      · exact ⟨m, by rw [h, hm]; ext i; simp [Matrix.neg_mulVec]⟩

/-- The group of operations `{±1|m}` has a finite point group, and its operation
`{-1|(1,…,1)}` fixes the point `(1/2,…,1/2)`. -/
theorem inversionGroup_witness (n : ℕ) :
    Finite (pointGroup (inversionGroup n)) ∧
      (⟨-1, fun _ => 1⟩ : Seitz n) ∈ siteSymmetry (inversionGroup n) (fun _ => 1 / 2) := by
  constructor
  · have hsub : (pointGroup (inversionGroup n) : Set (Matrix (Fin n) (Fin n) ℝ)ˣ)
        ⊆ {1, -1} := by
      rintro _ ⟨g, hg, rfl⟩
      exact hg.1
    exact ((Set.toFinite _).subset hsub).to_subtype
  · refine Subgroup.mem_inf.2 ⟨⟨Or.inr rfl, 1, by funext i; exact Int.cast_one.symm⟩, ?_⟩
    change (-1 : (Matrix (Fin n) (Fin n) ℝ)ˣ).val *ᵥ (fun _ => (1 / 2 : ℝ)) + (fun _ => 1)
      = fun _ => 1 / 2
    rw [Units.val_neg, Units.val_one, Matrix.neg_mulVec, Matrix.one_mulVec]
    ext i
    change -(1 / 2 : ℝ) + 1 = 1 / 2
    norm_num

end WyckoffSiteSymmetry
```

```lean
#print axioms WyckoffSiteSymmetry.siteSymmetry_finite_and_card_dvd
#print axioms WyckoffSiteSymmetry.card_siteSymmetry_eq_iff
#print axioms WyckoffSiteSymmetry.multiplicity_mul_card
```

```
'WyckoffSiteSymmetry.siteSymmetry_finite_and_card_dvd' depends on axioms: [propext, Classical.choice, Quot.sound]
'WyckoffSiteSymmetry.card_siteSymmetry_eq_iff' depends on axioms: [propext, Classical.choice, Quot.sound]
'WyckoffSiteSymmetry.multiplicity_mul_card' depends on axioms: [propext, Classical.choice, Quot.sound]
```
